The Lanczos three-term recurrence for conjugate gradient residuals

Q: After solving A x = b by conjugate gradients, say for a linear-response equation in an electronic structure code, I assemble a tridiagonal matrix from the stored coefficients and diagonalise it to estimate the extreme eigenvalues of A. Does the formal statement concern that matrix?

A: It fixes the entries of that matrix, in exact arithmetic and without preconditioning, and says nothing about the eigenvalue estimates. Take a field K, a K-vector space V of any dimension, a linear map A, residuals r_k, search directions p_k, step lengths a_k and direction coefficients c_k, with

r_(k+1) = r_k − a_k A p_k

p_(k+1) = r_(k+1) + c_(k+1) p_k

`IsCG` records these two lines for all k ≥ 0. The iterates and b do not appear, and c_0 is unused.

```lean
import Mathlib

open scoped Matrix

namespace ConjugateGradientLanczos

noncomputable section

section General

variable {K V : Type*} [Field K] [AddCommGroup V] [Module K V]

/-- The coupled two-term recurrences of conjugate gradients for residuals `r` and search
directions `p`, with step lengths `a` and direction coefficients `c`. -/
structure IsCG (A : V →ₗ[K] V) (a c : ℕ → K) (r p : ℕ → V) : Prop where
  residual : ∀ k, r (k + 1) = r k - a k • A (p k)
  direction : ∀ k, p (k + 1) = r (k + 1) + c (k + 1) • p k
```

Three definitions name the entries. `diagCoeff` is α_0 = 1/a_0 and α_(k+1) = 1/a_(k+1) + c_(k+1)/a_k. `tridiag` is T_ij, with −1/a_j at i = j+1, α_j at i = j and −c_j/a_i at i+1 = j. `offDiagCoeff` is β_k = −s_(k+1)/(a_k s_k) for scale factors s_k.

```lean
/-- Diagonal coefficient: `1/a_0` at step zero and `1/a_k + c_k/a_(k-1)` afterwards. -/
def diagCoeff (a c : ℕ → K) : ℕ → K
  | 0 => 1 / a 0
  | k + 1 => 1 / a (k + 1) + c (k + 1) / a k

/-- Entry `(i, j)` of the tridiagonal matrix with `-1/a_j` below the diagonal, the diagonal
coefficient on it, and `-c_j/a_(j-1)` above it. -/
def tridiag (a c : ℕ → K) (i j : ℕ) : K :=
  (if i = j + 1 then -(1 / a j) else 0) + (if i = j then diagCoeff a c j else 0)
    + (if i + 1 = j then -(c j / a i) else 0)

/-- Off-diagonal coefficient `-s_(k+1)/(a_k s_k)` between steps `k` and `k+1` for residuals
rescaled by factors `s`. -/
def offDiagCoeff (a s : ℕ → K) (k : ℕ) : K := -(s (k + 1) / (a k * s k))
```

Q: No symmetry of A, no formula for a_k. What can follow from so little?

A: The recurrence. For a_k ≠ 0 the first line gives

A p_k = (r_k − r_(k+1))/a_k

which is `direction_image`. If a_k = 0, the line says nothing about A p_k. With p_0 = r_0, `first_step` reads A r_0 = −r_1/a_0 + r_0/a_0.

```lean
variable {A : V →ₗ[K] V} {a c : ℕ → K} {r p : ℕ → V}

/-- For a nonzero step length, the operator applied to a search direction is the difference of
consecutive residuals divided by the step length. -/
theorem direction_image (h : IsCG A a c r p) (k : ℕ) (ha : a k ≠ 0) :
    A (p k) = (1 / a k) • (r k - r (k + 1)) := by
  rw [h.residual k, sub_sub_cancel, smul_smul, one_div_mul_cancel ha, one_smul]

/-- If the first direction is the first residual and `a_0 ≠ 0`, then `A r_0 = -r_1/a_0 + r_0/a_0`. -/
theorem first_step (h : IsCG A a c r p) (hp0 : p 0 = r 0) (ha : a 0 ≠ 0) :
    A (r 0) = (-(1 / a 0)) • r 1 + (1 / a 0) • r 0 := by
  have d : A (p 0) = (1 / a 0) • (r 0 - r 1) := direction_image h 0 ha
  rw [hp0] at d
  rw [d]
  module
```

Apply A to the second line and substitute twice, which needs a_k and a_(k+1) nonzero:

A r_(k+1) = A p_(k+1) − c_(k+1) A p_k
= (r_(k+1) − r_(k+2))/a_(k+1) − c_(k+1) (r_k − r_(k+1))/a_k
= −r_(k+2)/a_(k+1) + α_(k+1) r_(k+1) − (c_(k+1)/a_k) r_k

In `three_term`, `e` is the first equality, `d0` and `d1` are the substitutions, and `module` collects coefficients.

```lean
/-- Three-term recurrence of the residuals: for nonzero step lengths `a_k` and `a_(k+1)`,
`A r_(k+1) = -r_(k+2)/a_(k+1) + (1/a_(k+1) + c_(k+1)/a_k) r_(k+1) - (c_(k+1)/a_k) r_k`. -/
theorem three_term (h : IsCG A a c r p) (k : ℕ) (ha0 : a k ≠ 0) (ha1 : a (k + 1) ≠ 0) :
    A (r (k + 1)) = (-(1 / a (k + 1))) • r (k + 2)
      + (1 / a (k + 1) + c (k + 1) / a k) • r (k + 1) - (c (k + 1) / a k) • r k := by
  -- apply `A` to the direction update
  have e : A (r (k + 1)) = A (p (k + 1)) - c (k + 1) • A (p k) := by
    rw [h.direction k, map_add, map_smul, add_sub_cancel_right]
  -- eliminate both search directions
  have d0 : A (p k) = (1 / a k) • (r k - r (k + 1)) := direction_image h k ha0
  have d1 : A (p (k + 1)) = (1 / a (k + 1)) • (r (k + 1) - r (k + 2)) :=
    direction_image h (k + 1) ha1
  rw [e, d1, d0]
  module
```

Q: Eliminating p_k could lose information.

A: `isCG_of_three_term` goes back. It assumes all a_k ≠ 0, p_0 = r_0, the direction update, the first step and the recurrence. Its `claim` is the formula for A p_k, by induction: in A p_(k+1) = A r_(k+1) + c_(k+1) A p_k the terms with c_(k+1)/a_k cancel and leave (r_(k+1) − r_(k+2))/a_(k+1). Multiplying by a_k restores the residual update.

```lean
/-- Converse: vectors obeying the first-step relation and the three-term recurrence with nonzero
step lengths, together with directions built by the direction update from `p_0 = r_0`, satisfy
the conjugate gradient recurrences. -/
theorem isCG_of_three_term (ha : ∀ k, a k ≠ 0) (hp0 : p 0 = r 0)
    (hdir : ∀ k, p (k + 1) = r (k + 1) + c (k + 1) • p k)
    (h0 : A (r 0) = (-(1 / a 0)) • r 1 + (1 / a 0) • r 0)
    (h3 : ∀ k, A (r (k + 1)) = (-(1 / a (k + 1))) • r (k + 2)
      + (1 / a (k + 1) + c (k + 1) / a k) • r (k + 1) - (c (k + 1) / a k) • r k) :
    IsCG A a c r p := by
  -- the image of each direction is recovered by induction
  have claim : ∀ k, A (p k) = (1 / a k) • (r k - r (k + 1)) := by
    intro k
    induction k with
    | zero =>
      show A (p 0) = (1 / a 0) • (r 0 - r 1)
      rw [hp0, h0]
      module
    | succ k ih =>
      show A (p (k + 1)) = (1 / a (k + 1)) • (r (k + 1) - r (k + 2))
      rw [hdir k, map_add, map_smul, ih, h3 k]
      module
  refine ⟨fun k => ?_, hdir⟩
  rw [claim k, smul_smul, mul_one_div_cancel (ha k), one_smul, sub_sub_cancel]
```

Q: Where is the matrix equation?

A: `tridiagonal_form` states it column by column. For j < n, p_0 = r_0 and a_0, …, a_j nonzero,

A r_j = Σ_(i<n) T_ij r_i + ρ_j

where ρ_j = −r_n/a_j if j+1 = n and ρ_j = 0 otherwise. `key` expands over n+1 residuals, `pick` selects the surviving term of each band, the cases of j call `first_step` and `three_term`, and `hT` identifies the term i = n with ρ_j.

```lean
/-- Matrix form, column `j < n`, for `p_0 = r_0` and nonzero step lengths `a_0, …, a_j`: on the
first `n` residuals the operator acts through the
tridiagonal matrix, with a remainder `-r_n/a_(n-1)` in the last column only. -/
theorem tridiagonal_form (h : IsCG A a c r p) (hp0 : p 0 = r 0) (n j : ℕ) (hj : j < n)
    (ha : ∀ i ≤ j, a i ≠ 0) :
    A (r j) = ∑ i ∈ Finset.range n, tridiag a c i j • r i
      + (if j + 1 = n then (-(1 / a j)) • r n else 0) := by
  have pick : ∀ (f : ℕ → K) (m N : ℕ), m < N →
      ∑ i ∈ Finset.range N, (if i = m then f i else 0) • r i = f m • r m := by
    intro f m N hm
    simp [ite_smul, hm]
  -- expansion over the first `n + 1` residuals
  have key : A (r j) = ∑ i ∈ Finset.range (n + 1), tridiag a c i j • r i := by
    have e1 : ∑ i ∈ Finset.range (n + 1), (if i = j + 1 then -(1 / a j) else 0) • r i
        = (-(1 / a j)) • r (j + 1) := pick (fun _ => -(1 / a j)) (j + 1) (n + 1) (by omega)
    have e2 : ∑ i ∈ Finset.range (n + 1), (if i = j then diagCoeff a c j else 0) • r i
        = diagCoeff a c j • r j := pick (fun _ => diagCoeff a c j) j (n + 1) (by omega)
    have hsplit : ∑ i ∈ Finset.range (n + 1), tridiag a c i j • r i
        = (-(1 / a j)) • r (j + 1) + diagCoeff a c j • r j
          + ∑ i ∈ Finset.range (n + 1), (if i + 1 = j then -(c j / a i) else 0) • r i := by
      simp only [tridiag, add_smul, Finset.sum_add_distrib]
      rw [e1, e2]
    rw [hsplit]
    cases j with
    | zero =>
      have e3 : ∑ i ∈ Finset.range (n + 1),
          (if i + 1 = 0 then -(c 0 / a i) else 0) • r i = 0 := by simp
      rw [e3, add_zero]
      exact first_step h hp0 (ha 0 le_rfl)
    | succ k =>
      have e3 : ∑ i ∈ Finset.range (n + 1),
          (if i + 1 = k + 1 then -(c (k + 1) / a i) else 0) • r i
          = (-(c (k + 1) / a k)) • r k := by
        simp only [add_left_inj]
        exact pick (fun i => -(c (k + 1) / a i)) k (n + 1) (by omega)
      have m : A (r (k + 1)) = (-(1 / a (k + 1))) • r (k + 2)
          + (1 / a (k + 1) + c (k + 1) / a k) • r (k + 1) + (-(c (k + 1) / a k)) • r k := by
        rw [three_term h k (ha k (by omega)) (ha (k + 1) le_rfl)]
        module
      rw [e3]
      exact m
  -- the last term is the remainder
  have hT : tridiag a c n j • r n = if j + 1 = n then (-(1 / a j)) • r n else 0 := by
    have h1 : ¬ n = j := by omega
    have h2 : ¬ n + 1 = j := by omega
    unfold tridiag
    by_cases hn : j + 1 = n
    · have h3 : n = j + 1 := hn.symm
      rw [if_pos h3, if_neg h1, if_neg h2, if_pos hn, add_zero, add_zero]
    · have h3 : ¬ n = j + 1 := by omega
      rw [if_neg h3, if_neg h1, if_neg h2, if_neg hn, add_zero, add_zero, zero_smul]
  rw [key, Finset.sum_range_succ, hT]
```

Q: That T is not symmetric, and the Lanczos matrix is.

A: Write r_i = s_i v_i with vectors v_i, and assume s_(k+1) ≠ 0 and c_(k+1) s_k² = s_(k+1)², which forces s_k ≠ 0 (`hs0`). Divide the recurrence by s_(k+1). The coefficient of v_(k+2) becomes β_(k+1), and that of v_k is

−c_(k+1) s_k/(a_k s_(k+1)) = −s_(k+1)/(a_k s_k) = β_k

A v_(k+1) = β_(k+1) v_(k+2) + α_(k+1) v_(k+1) + β_k v_k

Under the hypotheses at k and k+1, β_(k+1) couples v_(k+1) and v_(k+2) in both directions. In `symmetric_form`, `e` divides and `match_scalars` compares coefficients. No rescaled equation for A v_0 is stated.

```lean
/-- Symmetric form: for nonzero `a_k`, `a_(k+1)`, `s_(k+1)` and rescaled residuals
`r_i = s_i v_i` with `c_(k+1) s_k² = s_(k+1)²`, the
vectors obey `A v_(k+1) = β_(k+1) v_(k+2) + α_(k+1) v_(k+1) + β_k v_k` with
`β_k = -s_(k+1)/(a_k s_k)`. -/
theorem symmetric_form (h : IsCG A a c r p) (s : ℕ → K) (v : ℕ → V)
    (hv : ∀ i, r i = s i • v i) (k : ℕ) (ha0 : a k ≠ 0) (ha1 : a (k + 1) ≠ 0)
    (hs : s (k + 1) ≠ 0) (hc : c (k + 1) * s k ^ 2 = s (k + 1) ^ 2) :
    A (v (k + 1)) = offDiagCoeff a s (k + 1) • v (k + 2)
      + diagCoeff a c (k + 1) • v (k + 1) + offDiagCoeff a s k • v k := by
  have hs0 : s k ≠ 0 := by
    intro h0
    apply pow_ne_zero 2 hs
    rw [← hc, h0]
    ring
  have hc' : c (k + 1) = s (k + 1) ^ 2 / s k ^ 2 := by
    rw [eq_div_iff (pow_ne_zero 2 hs0)]
    exact hc
  have m := three_term h k ha0 ha1
  rw [hv (k + 1), hv (k + 2), hv k, map_smul] at m
  have b1 : offDiagCoeff a s (k + 1) = -(s (k + 2) / (a (k + 1) * s (k + 1))) := rfl
  have b0 : offDiagCoeff a s k = -(s (k + 1) / (a k * s k)) := rfl
  have d1 : diagCoeff a c (k + 1) = 1 / a (k + 1) + c (k + 1) / a k := rfl
  -- divide the residual recurrence by `s_(k+1)` and compare coefficients
  have e : (1 / s (k + 1)) • (s (k + 1) • A (v (k + 1))) = A (v (k + 1)) := by
    rw [smul_smul, one_div_mul_cancel hs, one_smul]
  rw [← e, m, b1, b0, d1, hc']
  match_scalars <;> first | ring1 | field_simp

end General
```

`normalised_form` takes a real normed space and s_i = (−1)^i ‖r_i‖, so that v_i is a unit vector where r_i ≠ 0. It assumes r_(k+1) ≠ 0 and, through `hc0` and `hc1`, c_(i+1) ‖r_i‖² = ‖r_(i+1)‖² for i = k, k+1. The alternating sign cancels the minus (`hb`):

β_i = ‖r_(i+1)‖/(a_i ‖r_i‖) = √c_(i+1)/a_i

If r_(k+2) = 0, then c_(k+2) = 0 and the v_(k+2) term vanishes.

```lean
/-- Lanczos form: if `r_i = (-1)^i ‖r_i‖ v_i`, `r_(k+1) ≠ 0`, the step lengths `a_k`, `a_(k+1)`
are nonzero and the direction coefficients `c_(k+1)`, `c_(k+2)` are ratios of consecutive
squared residual norms, then
`A v_(k+1) = (√c_(k+2)/a_(k+1)) v_(k+2) + α_(k+1) v_(k+1) + (√c_(k+1)/a_k) v_k`. -/
theorem normalised_form {E : Type*} [NormedAddCommGroup E] [NormedSpace ℝ E]
    {A : E →ₗ[ℝ] E} {a c : ℕ → ℝ} {r p : ℕ → E} (h : IsCG A a c r p) (v : ℕ → E)
    (hv : ∀ i, r i = ((-1 : ℝ) ^ i * ‖r i‖) • v i) (k : ℕ)
    (ha0 : a k ≠ 0) (ha1 : a (k + 1) ≠ 0) (hr : r (k + 1) ≠ 0)
    (hc0 : c (k + 1) * ‖r k‖ ^ 2 = ‖r (k + 1)‖ ^ 2)
    (hc1 : c (k + 2) * ‖r (k + 1)‖ ^ 2 = ‖r (k + 2)‖ ^ 2) :
    A (v (k + 1)) = (Real.sqrt (c (k + 2)) / a (k + 1)) • v (k + 2)
      + diagCoeff a c (k + 1) • v (k + 1) + (Real.sqrt (c (k + 1)) / a k) • v k := by
  have hn1 : ‖r (k + 1)‖ ≠ 0 := norm_ne_zero_iff.mpr hr
  have hn0 : ‖r k‖ ≠ 0 := by
    intro h0
    apply pow_ne_zero 2 hn1
    rw [← hc0, h0]
    ring
  have hsq : ∀ m : ℕ, ((-1 : ℝ) ^ m) ^ 2 = 1 := by
    intro m
    rw [← pow_mul, mul_comm, pow_mul]
    norm_num
  -- the alternating sign makes the off-diagonal coefficient `√c / a`
  have hb : ∀ i, a i ≠ 0 → ‖r i‖ ≠ 0 → c (i + 1) * ‖r i‖ ^ 2 = ‖r (i + 1)‖ ^ 2 →
      offDiagCoeff a (fun m => (-1 : ℝ) ^ m * ‖r m‖) i = Real.sqrt (c (i + 1)) / a i := by
    intro i hai hni hci
    have e1 : c (i + 1) = (‖r (i + 1)‖ / ‖r i‖) ^ 2 := by
      rw [div_pow, eq_div_iff (pow_ne_zero 2 hni)]
      exact hci
    have e2 : Real.sqrt (c (i + 1)) = ‖r (i + 1)‖ / ‖r i‖ := by
      rw [e1]
      exact Real.sqrt_sq (div_nonneg (norm_nonneg _) (norm_nonneg _))
    have he : (-1 : ℝ) ^ i ≠ 0 := pow_ne_zero _ (by norm_num)
    show -(((-1 : ℝ) ^ (i + 1) * ‖r (i + 1)‖) / (a i * ((-1 : ℝ) ^ i * ‖r i‖)))
      = Real.sqrt (c (i + 1)) / a i
    rw [e2, pow_succ (-1 : ℝ) i]
    generalize (-1 : ℝ) ^ i = e at he ⊢
    field_simp
  have hs : (-1 : ℝ) ^ (k + 1) * ‖r (k + 1)‖ ≠ 0 :=
    mul_ne_zero (pow_ne_zero _ (by norm_num)) hn1
  have hc : c (k + 1) * ((-1 : ℝ) ^ k * ‖r k‖) ^ 2
      = ((-1 : ℝ) ^ (k + 1) * ‖r (k + 1)‖) ^ 2 := by
    rw [mul_pow, mul_pow, hsq k, hsq (k + 1), one_mul, one_mul]
    exact hc0
  have m := symmetric_form h (fun m => (-1 : ℝ) ^ m * ‖r m‖) v hv k ha0 ha1 hs hc
  rw [hb (k + 1) ha1 hn1 hc1, hb k ha0 hn0 hc0] at m
  exact m
```

Q: Lanczos vectors are orthonormal, and α is an expectation value.

A: Orthogonality is not proved here. The next theorem assumes it only between r_(k+1) and its two neighbours, together with a_k and a_(k+1) nonzero, and does not use the norm-ratio form of c, which was a hypothesis of `normalised_form`. In a real or complex inner product space, with ⟨r_(k+1), r_(k+2)⟩ = 0 and ⟨r_(k+1), r_k⟩ = 0, pairing the recurrence with r_(k+1) removes the outer terms:

⟨r_(k+1), A r_(k+1)⟩ = α_(k+1) ⟨r_(k+1), r_(k+1)⟩

The proof expands `inner`, which is linear in its second argument. For r_(k+1) ≠ 0, α_(k+1) is the expectation value of A in the normalised residual.

```lean
/-- For nonzero step lengths `a_k` and `a_(k+1)`, if `r_(k+1)` is orthogonal to `r_k` and to
`r_(k+2)`, then `⟨r_(k+1), A r_(k+1)⟩ = α_(k+1) ⟨r_(k+1), r_(k+1)⟩` with `α` the diagonal
coefficient. -/
theorem expectation_eq_diagCoeff {F E : Type*} [RCLike F] [NormedAddCommGroup E]
    [InnerProductSpace F E] {A : E →ₗ[F] E} {a c : ℕ → F} {r p : ℕ → E}
    (h : IsCG A a c r p) (k : ℕ) (ha0 : a k ≠ 0) (ha1 : a (k + 1) ≠ 0)
    (hnext : inner F (r (k + 1)) (r (k + 2)) = 0)
    (hprev : inner F (r (k + 1)) (r k) = 0) :
    inner F (r (k + 1)) (A (r (k + 1)))
      = diagCoeff a c (k + 1) * inner F (r (k + 1)) (r (k + 1)) := by
  have d1 : diagCoeff a c (k + 1) = 1 / a (k + 1) + c (k + 1) / a k := rfl
  rw [three_term h k ha0 ha1, inner_sub_right, inner_add_right, inner_smul_right,
    inner_smul_right, inner_smul_right, hnext, hprev, d1]
  ring
```

Q: Why not model the algorithm itself?

A: One could define the sequences recursively for a symmetric positive definite A, with a_k = ⟨r_k, r_k⟩/⟨p_k, A p_k⟩ and c_(k+1) = ‖r_(k+1)‖²/‖r_k‖². The norm ratio would then hold by definition while r_k ≠ 0, orthogonality would need its own induction, and the general field would be lost.

Q: Does an actual run satisfy `IsCG` for every k, although it terminates?

A: Take A = diag(1,3), r_0 = p_0 = (1,1), r_1 = (1/2,−1/2), p_1 = (3/4,−1/4), a_0 = 1/2, a_1 = 2/3, c_1 = 1/4, continued by zero vectors, c_k = 0 and a_k = 1.

```lean
/-- The diagonal matrix with entries 1 and 3. -/
def exA : Matrix (Fin 2) (Fin 2) ℝ := !![1, 0; 0, 3]

/-- Residuals `(1,1)`, `(1/2,-1/2)`, then zero. -/
def exR : ℕ → Fin 2 → ℝ
  | 0 => ![1, 1]
  | 1 => ![1 / 2, -1 / 2]
  | _ + 2 => 0

/-- Search directions `(1,1)`, `(3/4,-1/4)`, then zero. -/
def exP : ℕ → Fin 2 → ℝ
  | 0 => ![1, 1]
  | 1 => ![3 / 4, -1 / 4]
  | _ + 2 => 0

/-- Step lengths `1/2`, `2/3`, then one. -/
def exStep : ℕ → ℝ
  | 0 => 1 / 2
  | 1 => 2 / 3
  | _ + 2 => 1

/-- Direction coefficients: `1/4` at step one and zero otherwise. -/
def exCoeff : ℕ → ℝ
  | 0 => 0
  | 1 => 1 / 4
  | _ + 2 => 0
```

`isCG_witness` checks componentwise both recurrences, p_0 = r_0, all a_k ≠ 0, r_1 ≠ 0, and with dot products c_1 (r_0·r_0) = r_1·r_1 and r_1·r_0 = 0. Working the example further on paper, unchecked by Lean, gives the Euclidean unit vectors v_0 = (1,1)/√2 and v_1 = (−1,1)/√2 with α_0 = α_1 = 2 and β_0 = 1, a matrix with eigenvalues 1 and 3.

```lean
/-- The run for `diag(1,3)` from `(1,1)` obeys the recurrences with `p_0 = r_0`, nonzero step
lengths, `r_1 ≠ 0`, `c_1 (r_0·r_0) = r_1·r_1` and `r_1·r_0 = 0`. -/
theorem isCG_witness :
    IsCG (Matrix.mulVecLin exA) exStep exCoeff exR exP ∧ exP 0 = exR 0
      ∧ (∀ k, exStep k ≠ 0) ∧ exR 1 ≠ 0
      ∧ exCoeff 1 * (exR 0 ⬝ᵥ exR 0) = exR 1 ⬝ᵥ exR 1 ∧ exR 1 ⬝ᵥ exR 0 = 0 := by
  refine ⟨⟨?_, ?_⟩, rfl, ?_, ?_, ?_, ?_⟩
  · intro k
    match k with
    | 0 =>
      show (![1 / 2, -1 / 2] : Fin 2 → ℝ) = ![1, 1] - (1 / 2 : ℝ) • exA.mulVec ![1, 1]
      ext i
      fin_cases i <;> simp [exA, Fin.sum_univ_two] <;> norm_num
    | 1 =>
      show (0 : Fin 2 → ℝ) = ![1 / 2, -1 / 2] - (2 / 3 : ℝ) • exA.mulVec ![3 / 4, -1 / 4]
      ext i
      fin_cases i <;> simp [exA, Matrix.mulVec, dotProduct, Fin.sum_univ_two] <;> norm_num
    | k + 2 =>
      show (0 : Fin 2 → ℝ) = 0 - (1 : ℝ) • exA.mulVec 0
      simp
  · intro k
    match k with
    | 0 =>
      show (![3 / 4, -1 / 4] : Fin 2 → ℝ)
        = ![1 / 2, -1 / 2] + (1 / 4 : ℝ) • (![1, 1] : Fin 2 → ℝ)
      ext i
      fin_cases i <;> simp <;> norm_num
    | k + 1 =>
      show (0 : Fin 2 → ℝ) = 0 + (0 : ℝ) • exP (k + 1)
      simp
  · intro k
    match k with
    | 0 =>
      show (1 / 2 : ℝ) ≠ 0
      norm_num
    | 1 =>
      show (2 / 3 : ℝ) ≠ 0
      norm_num
    | k + 2 =>
      show (1 : ℝ) ≠ 0
      norm_num
  · intro h
    have h0 : (1 / 2 : ℝ) = 0 := congrFun h 0
    norm_num at h0
  · show (1 / 4 : ℝ) * ((![1, 1] : Fin 2 → ℝ) ⬝ᵥ (![1, 1] : Fin 2 → ℝ))
      = (![1 / 2, -1 / 2] : Fin 2 → ℝ) ⬝ᵥ (![1 / 2, -1 / 2] : Fin 2 → ℝ)
    simp [dotProduct, Fin.sum_univ_two] <;> norm_num
  · show (![1 / 2, -1 / 2] : Fin 2 → ℝ) ⬝ᵥ (![1, 1] : Fin 2 → ℝ) = 0
    simp [dotProduct, Fin.sum_univ_two] <;> norm_num

end

end ConjugateGradientLanczos
```

```lean
#print axioms ConjugateGradientLanczos.isCG_of_three_term
#print axioms ConjugateGradientLanczos.tridiagonal_form
#print axioms ConjugateGradientLanczos.normalised_form
#print axioms ConjugateGradientLanczos.expectation_eq_diagCoeff
```

```
'ConjugateGradientLanczos.isCG_of_three_term' depends on axioms: [propext, Classical.choice, Quot.sound]
'ConjugateGradientLanczos.tridiagonal_form' depends on axioms: [propext, Classical.choice, Quot.sound]
'ConjugateGradientLanczos.normalised_form' depends on axioms: [propext, Classical.choice, Quot.sound]
'ConjugateGradientLanczos.expectation_eq_diagCoeff' depends on axioms: [propext, Classical.choice, Quot.sound]
```
